# Half-Transfer Error of the Transition-State Rule for an Energy Cubic in the Occupations

An electron is promoted from orbital i to orbital j, and we want the energy this costs. One route computes the total energy before and after and subtracts. Slater's transition-state rule uses a single calculation: move half an electron, then read off the energy of orbital j minus that of orbital i. An orbital energy here means the derivative of the total energy with respect to the occupation of that orbital. If the energy is quadratic in the occupations, the two answers agree. How far apart are they when the energy is cubic?

Take the energy

E(f) = Σ_abc T_abc f_a f_b f_c,

where f_a is the occupation of orbital a and T is a fixed real tensor, symmetric in its three indices. The promotion energy minus the orbital-energy difference at half transfer is then

(T_jjj − 3T_ijj + 3T_iij − T_iii)/4,

whatever the starting occupations. This bears on excitation energies estimated from fractionally occupied density-functional calculations, to the extent that a fixed cubic polynomial describes how the energy depends on the occupations.

## Energy, orbital energies and the transfer of charge

The orbitals are labelled by a finite set `ι`, and a vector of occupations is any function from `ι` to the real numbers. Occupations are not confined to the range from 0 to 1, so the identities hold for spin orbitals, for doubly occupied spatial orbitals and for fractional starting points alike.

```lean
import Mathlib

open Finset

namespace CubicTransitionState

noncomputable section

variable {ι : Type*} [Fintype ι]
```

Symmetry of T is required in the form

T_abc = T_bac and T_abc = T_acb for all a, b, c.

Physically, T_abc is one sixth of the third derivative of E with respect to f_a, f_b and f_c, and mixed derivatives do not depend on their order.

```lean
/-- The interaction tensor is unchanged by every permutation of its three orbital indices
(the two neighbouring swaps generate them all). -/
def FullySymmetric (T : ι → ι → ι → ℝ) : Prop :=
  ∀ a b c, T a b c = T b a c ∧ T a b c = T a c b
```

It helps to let the three slots of the tensor take different vectors. Write

τ(x, y, z) = Σ_abc T_abc x_a y_b z_c.

```lean
/-- The trilinear form of the tensor, evaluated on three occupation vectors. -/
def tri (T : ι → ι → ι → ℝ) (x y z : ι → ℝ) : ℝ :=
  ∑ a, ∑ b, ∑ c, T a b c * x a * y b * z c
```

The energy fills all three slots with the same vector:

E(f) = τ(f, f, f).

There are no constant, linear or quadratic terms. Adding them would leave the half-transfer error unchanged, since they contribute at most a linear term to the orbital-energy difference along the transfer, and the midpoint value of a linear function is its average; the code treats the pure cubic.

```lean
/-- The cubic total energy as a function of the orbital occupations. -/
def energy (T : ι → ι → ι → ℝ) (f : ι → ℝ) : ℝ := tri T f f f
```

Differentiating E with respect to f_k gives three equal contributions, one from each slot, so the energy of orbital k is

ε_k(f) = 3 Σ_bc T_kbc f_b f_c.

The code takes this formula as the definition and proves further down that it is the derivative.

```lean
/-- The energy of orbital `k` at occupations `f`. -/
def orbitalEnergy (T : ι → ι → ι → ℝ) (f : ι → ℝ) (k : ι) : ℝ :=
  3 * ∑ b, ∑ c, T k b c * f b * f c
```

The orbital-energy difference is taken as final orbital minus initial orbital:

Δ(f) = ε_j(f) − ε_i(f).

```lean
/-- The orbital-energy difference between orbitals `j` and `i` at occupations `f`. -/
def gap (T : ι → ι → ι → ℝ) (f : ι → ℝ) (i j : ι) : ℝ :=
  orbitalEnergy T f j - orbitalEnergy T f i
```

Let e_k be the vector with occupation 1 in orbital k and 0 elsewhere. Moving one electron from i to j changes the occupations by

d = e_j − e_i.

In Lean, e_k is `Pi.single k 1` and d is `hop i j`.

```lean
/-- The change of occupations when one electron moves from orbital `i` to orbital `j`. -/
def hop [DecidableEq ι] (i j : ι) : ι → ℝ :=
  (Pi.single j (1 : ℝ) : ι → ℝ) - (Pi.single i (1 : ℝ) : ι → ℝ)
```

After a charge q has moved, the occupations are

f + q d.

Half transfer is q = 1/2. If orbital i started full with one electron and j started empty, both are then half occupied.

```lean
/-- The occupations after a charge `q` has moved from orbital `i` to orbital `j`. -/
def transfer [DecidableEq ι] (f : ι → ℝ) (i j : ι) (q : ℝ) : ι → ℝ :=
  f + q • hop i j
```

A simple family of symmetric tensors, used below for a worked example, assigns a weight v_a to each orbital and sets

T_abc = v_a v_b v_c.

```lean
/-- The tensor built from a single orbital weight vector `v`. -/
def rankOne (v : ι → ℝ) : ι → ι → ι → ℝ := fun a b c => v a * v b * v c
```

## The energy along a straight line of occupations

The form τ is linear in each slot. For the first slot,

τ(x + t d, u, v) = τ(x, u, v) + t τ(d, u, v),

and likewise for the other two. Here d may be any vector, and u and v are arbitrary too.

```lean
/-- The trilinear form is linear in each of its three occupation vectors. -/
theorem tri_linear (T : ι → ι → ι → ℝ) (x d u v : ι → ℝ) (t : ℝ) :
    tri T (x + t • d) u v = tri T x u v + t * tri T d u v ∧
    tri T u (x + t • d) v = tri T u x v + t * tri T u d v ∧
    tri T u v (x + t • d) = tri T u v x + t * tri T u v d := by
  refine ⟨?_, ?_, ?_⟩ <;>
  · simp only [tri, Pi.add_apply, Pi.smul_apply, smul_eq_mul, Finset.mul_sum,
      ← Finset.sum_add_distrib]
    refine Finset.sum_congr rfl fun a _ => Finset.sum_congr rfl fun b _ =>
      Finset.sum_congr rfl fun c _ => ?_
    ring
```

The proof gathers both sides into one triple sum and compares them term by term, where `ring` finishes.

Symmetry of T lets neighbouring arguments be exchanged:

τ(x, y, z) = τ(y, x, z) = τ(x, z, y).

```lean
/-- For a fully symmetric tensor, neighbouring occupation vectors in the trilinear form
can be exchanged. -/
theorem tri_symm {T : ι → ι → ι → ℝ} (hT : FullySymmetric T) (x y z : ι → ℝ) :
    tri T x y z = tri T y x z ∧ tri T x y z = tri T x z y := by
  constructor
  · unfold tri
    rw [Finset.sum_comm]
    refine Finset.sum_congr rfl fun b _ => Finset.sum_congr rfl fun a _ =>
      Finset.sum_congr rfl fun c _ => ?_
    rw [(hT a b c).1]
    ring
  · unfold tri
    refine Finset.sum_congr rfl fun a _ => ?_
    rw [Finset.sum_comm]
    refine Finset.sum_congr rfl fun c _ => Finset.sum_congr rfl fun b _ => ?_
    rw [(hT a b c).2]
    ring
```

Each half swaps the order of two summations with `Finset.sum_comm` and then applies the matching symmetry of T.

Now expand τ(x + t d, x + t d, x + t d). Of the eight terms, three contain d once and three contain it twice. Symmetry makes each group of three equal, so

E(x + t d) = E(x) + 3t τ(d, x, x) + 3t² τ(x, d, d) + t³ E(d).

```lean
/-- Along any straight line of occupations the energy is a cubic polynomial in the
displacement `t`. -/
theorem energy_expand {T : ι → ι → ι → ℝ} (hT : FullySymmetric T) (x d : ι → ℝ) (t : ℝ) :
    energy T (x + t • d) = energy T x + 3 * tri T d x x * t
      + 3 * tri T x d d * t ^ 2 + energy T d * t ^ 3 := by
  have h1 := (tri_symm hT x x d).2
  have h2 := (tri_symm hT x d x).1
  have h3 := (tri_symm hT d d x).2
  have h4 := (tri_symm hT d x d).1
  unfold energy
  simp only [(tri_linear T x d _ _ t).1, (tri_linear T x d _ _ t).2.1,
    (tri_linear T x d _ _ t).2.2]
  -- the mixed terms coincide in groups of three
  rw [h1, h2, h3, h4]
  ring
```

The `simp only` step performs the eightfold expansion, and the equalities `h1` to `h4` bring the mixed terms to the two forms shown.

## Orbital energies as occupation derivatives

Putting e_k in the first slot selects a = k from the sum, so

ε_k(f) = 3 τ(e_k, f, f).

```lean
variable [DecidableEq ι]

/-- An orbital energy is three times the trilinear form with one slot filled by that
orbital alone. -/
theorem orbitalEnergy_eq_tri (T : ι → ι → ι → ℝ) (f : ι → ℝ) (k : ι) :
    orbitalEnergy T f k = 3 * tri T (Pi.single k (1 : ℝ)) f f := by
  unfold tri
  rw [Finset.sum_eq_single k]
  · simp [orbitalEnergy]
  · intro a _ ha
    simp [ha]
  · simp
```

In the expansion of E(f + t e_k), the coefficient of t is 3 τ(e_k, f, f). Hence

dE(f + t e_k)/dt at t = 0 equals ε_k(f).

This is the relation that Janak's theorem establishes for Kohn–Sham eigenvalues. Here it is a statement about the polynomial E, with no Kohn–Sham equations behind it.

```lean
/-- The orbital energy is the derivative of the total energy with respect to the
occupation of that orbital. -/
theorem hasDerivAt_energy {T : ι → ι → ι → ℝ} (hT : FullySymmetric T) (f : ι → ℝ) (k : ι) :
    HasDerivAt (fun t : ℝ => energy T (f + t • (Pi.single k (1 : ℝ) : ι → ℝ)))
      (orbitalEnergy T f k) 0 := by
  have p : ∀ a b c d : ℝ,
      HasDerivAt (fun t : ℝ => a + b * t + c * t ^ 2 + d * t ^ 3) b 0 := by
    intro a b c d
    have h1 := (hasDerivAt_id' (0 : ℝ)).const_mul b
    have h2 := (hasDerivAt_pow 2 (0 : ℝ)).const_mul c
    have h3 := (hasDerivAt_pow 3 (0 : ℝ)).const_mul d
    exact (((h1.const_add a).fun_add h2).fun_add h3).congr_deriv (by simp)
  rw [orbitalEnergy_eq_tri, funext fun t => energy_expand hT f (Pi.single k (1 : ℝ)) t]
  exact p _ _ _ _
```

The auxiliary fact `p` says that a cubic a + bt + ct² + dt³ has derivative b at zero. The derivative is taken at zero displacement, but f is arbitrary, so the result covers every set of occupations.

## The orbital-energy difference during the transfer

From here on d is again e_j − e_i. By linearity,

Δ(f) = 3 τ(d, f, f).

Replacing f by f + t d and expanding the last two slots gives

Δ(f + t d) = 3 [τ(d, f, f) + 2t τ(f, d, d) + t² E(d)].

This is the t-derivative of the energy expansion, as it should be.

```lean
/-- During a transfer of charge from `i` to `j` the orbital-energy difference is a quadratic
polynomial in the transferred charge `t`. -/
theorem gap_expand {T : ι → ι → ι → ℝ} (hT : FullySymmetric T) (f : ι → ℝ) (i j : ι) (t : ℝ) :
    gap T (transfer f i j t) i j = 3 * (tri T (hop i j) f f
      + 2 * t * tri T f (hop i j) (hop i j) + t ^ 2 * energy T (hop i j)) := by
  have hg : ∀ g : ι → ℝ, gap T g i j = 3 * tri T (hop i j) g g := by
    intro g
    have hh : hop i j = (Pi.single j (1 : ℝ) : ι → ℝ)
        + (-1 : ℝ) • (Pi.single i (1 : ℝ) : ι → ℝ) := by
      unfold hop
      module
    rw [hh, (tri_linear T _ _ g g (-1)).1, gap, orbitalEnergy_eq_tri, orbitalEnergy_eq_tri]
    ring
  rw [hg]
  unfold transfer energy
  generalize hop i j = d
  rw [(tri_linear T f d d (f + t • d) t).2.1, (tri_linear T f d d f t).2.2,
    (tri_linear T f d d d t).2.2, (tri_symm hT d d f).2, (tri_symm hT d f d).1]
  ring
```

The step `hg` proves the first formula by writing d as e_j + (−1) e_i. The remaining rewrites expand the slots, with `generalize` replacing the hop by a plain vector because its composition no longer matters.

## Comparing the energy change with the midpoint value

Abbreviate A = τ(d, f, f), B = τ(f, d, d) and C = E(d). For a transferred charge q,

E(f + q d) − E(f) = 3qA + 3q²B + q³C.

The midpoint estimate multiplies q by the orbital-energy difference at q/2:

q Δ(f + (q/2) d) = 3qA + 3q²B + (3/4) q³C.

The terms in A and B cancel, and with them all dependence on f. What remains is

q³C/4.

To find C, expand E(e_j − e_i) with the same cubic formula, taking x = e_j, direction e_i and t = −1:

C = T_jjj − 3T_ijj + 3T_jii − T_iii,

and T_jii = T_iij by symmetry.

```lean
/-- When a charge `q` moves from `i` to `j`, the energy change differs from `q` times the
midpoint orbital-energy difference by a term cubic in `q`. -/
theorem partial_transfer_error {T : ι → ι → ι → ℝ} (hT : FullySymmetric T)
    (f : ι → ℝ) (i j : ι) (q : ℝ) :
    energy T (transfer f i j q) - energy T f - q * gap T (transfer f i j (q / 2)) i j
      = q ^ 3 * (T j j j - 3 * T i j j + 3 * T i i j - T i i i) / 4 := by
  have hs : ∀ a b c : ι, tri T (Pi.single a (1 : ℝ)) (Pi.single b (1 : ℝ))
      (Pi.single c (1 : ℝ)) = T a b c := by
    intro a b c
    simp only [tri, Pi.single_apply, mul_ite, mul_one, mul_zero, Finset.sum_ite_eq',
      Finset.mem_univ, if_true]
  -- the energy form on the hop vector gives the four tensor elements
  have hd : energy T (hop i j) = T j j j - 3 * T i j j + 3 * T i i j - T i i i := by
    have hh : hop i j = (Pi.single j (1 : ℝ) : ι → ℝ)
        + (-1 : ℝ) • (Pi.single i (1 : ℝ) : ι → ℝ) := by
      unfold hop
      module
    rw [hh, energy_expand hT]
    unfold energy
    rw [hs, hs, hs, hs, (hT j i i).1, (hT i j i).2]
    ring
  rw [gap_expand hT, ← hd]
  unfold transfer
  rw [energy_expand hT]
  ring
```

The fact `hs` evaluates τ on three unit vectors as a single tensor element, and `hd` is the calculation of C. The last lines insert both expansions and leave the cancellation to `ring`.

Setting q = 1 gives the promotion of a whole electron:

E(f + d) − E(f) − Δ(f + d/2) = (T_jjj − 3T_ijj + 3T_iij − T_iii)/4.

Read in words, the theorem takes any real tensor `T` satisfying `FullySymmetric T`, any occupations `f` and any two orbitals `i` and `j`. The orbitals need not be distinct: for i = j nothing moves and both sides vanish. The tensor is the same before, during and after the promotion, so orbital relaxation is included only as far as constant cubic coefficients can represent it.

```lean
/-- For a promotion of one electron from `i` to `j`, the energy change minus the
orbital-energy difference at half transfer is a fixed combination of four tensor elements,
whatever the starting occupations. -/
theorem transition_state_error {T : ι → ι → ι → ℝ} (hT : FullySymmetric T)
    (f : ι → ℝ) (i j : ι) :
    energy T (transfer f i j 1) - energy T f - gap T (transfer f i j (1 / 2)) i j
      = (T j j j - 3 * T i j j + 3 * T i i j - T i i i) / 4 := by
  simpa only [one_mul, one_pow] using partial_transfer_error hT f i j 1
```

## A two-point rule without the error

The cubic term can be captured by sampling the orbital-energy difference at two points, the initial state and two-thirds transfer, with weights 1/4 and 3/4. From the quadratic formula,

(1/4) Δ(f) = (3/4) A,

(3/4) Δ(f + (2/3) d) = (9/4) A + 3B + C.

Their sum is 3A + 3B + C, which is E(f + d) − E(f). For this energy the generalized transition-state rule is therefore exact.

```lean
/-- The generalized transition-state rule: the promotion energy is exactly one quarter of the
initial orbital-energy difference plus three quarters of that at two-thirds transfer. -/
theorem generalized_transition_state {T : ι → ι → ι → ℝ} (hT : FullySymmetric T)
    (f : ι → ℝ) (i j : ι) :
    energy T (transfer f i j 1) - energy T f
      = 1 / 4 * gap T (transfer f i j 0) i j + 3 / 4 * gap T (transfer f i j (2 / 3)) i j := by
  rw [gap_expand hT, gap_expand hT]
  unfold transfer
  rw [energy_expand hT]
  ring
```

The proof substitutes the two expansions and compares polynomials; the value of C in terms of tensor elements is not needed.

## An example with a non-zero error

For T_abc = v_a v_b v_c the four tensor elements combine into a perfect cube:

(v_j³ − 3v_i v_j² + 3v_i² v_j − v_i³)/4 = (v_j − v_i)³/4.

The half-transfer rule thus has a non-zero error whenever the two weights differ.

Take two orbitals with v_i = 1 and v_j = 3, the energies being in arbitrary units, and start with one electron in i and none in j. Let s = v_i f_i + v_j f_j. Then

E = s³ and Δ = 3(v_j − v_i)s² = 6s².

The promotion takes s from 1 to 3, so the energy change is 27 − 1 = 26. At half transfer s = 2, and the estimate is 24. The difference is 2, in agreement with (3 − 1)³/4.

The two-point rule uses s = 1 and s = 7/3, where Δ is 6 and 98/3. It gives

6/4 + (3/4)(98/3) = 1.5 + 24.5 = 26.

Now start with one electron in each orbital, treating them as spatial orbitals that can hold two. The promotion takes s from 4 to 6, the energy change is 216 − 64 = 152, and the half-transfer estimate is 6 · 25 = 150. The energies are much larger, but the error is still 2.

The final theorem states the general formula for this family, together with the symmetry of the tensor.

```lean
/-- The tensor `v a * v b * v c` is fully symmetric, and its half-transfer error is
one quarter of the cube of `v j - v i`. -/
theorem transition_state_error_witness (v f : ι → ℝ) (i j : ι) :
    FullySymmetric (rankOne v) ∧
    energy (rankOne v) (transfer f i j 1) - energy (rankOne v) f
      - gap (rankOne v) (transfer f i j (1 / 2)) i j = (v j - v i) ^ 3 / 4 := by
  have hT : FullySymmetric (rankOne v) := fun a b c =>
    ⟨by unfold rankOne; ring, by unfold rankOne; ring⟩
  refine ⟨hT, ?_⟩
  rw [transition_state_error hT]
  simp only [rankOne]
  ring

end

end CubicTransitionState
```

```lean
#print axioms CubicTransitionState.hasDerivAt_energy
#print axioms CubicTransitionState.transition_state_error
#print axioms CubicTransitionState.generalized_transition_state
```

```
'CubicTransitionState.hasDerivAt_energy' depends on axioms: [propext, Classical.choice, Quot.sound]
'CubicTransitionState.transition_state_error' depends on axioms: [propext, Classical.choice, Quot.sound]
'CubicTransitionState.generalized_transition_state' depends on axioms: [propext, Classical.choice, Quot.sound]
```
